# One reversed bond raises the ground energy of a long hopping ring by about π²t/N²

## Can one wrong sign among N bonds spoil the sampling?

A particle hops on a ring of N sites, and every hopping matrix element is −t with t > 0. If I sample its imaginary-time paths, all weights are positive. Now I reverse the sign of a single bond. Every closed path that winds around the ring an odd number of times gets a negative weight, so the average sign should decay exponentially with the inverse temperature β. But I have changed only one bond out of N. Does the decay rate stay finite on a long ring, or does it vanish, and how fast? And does it matter which bond I picked?

## The rate is 4t sin²(π/2N), whichever bond is reversed

The rate vanishes as π²t/N², and the position of the bond is irrelevant. This fits the picture of a random walker, which needs an imaginary time of order N²/t to get around the ring.

Call the Hamiltonians without and with the reversed bond H₀ and H₁, and their lowest energies E₀ and E₁. These are ground energies of two different rings, not two levels of one ring. If paths are sampled with the positive weights, the average sign is

⟨sign⟩ = Tr exp(−βH₁) / Tr exp(−βH₀).

At fixed N and large β each trace is dominated by its lowest energy, so the ratio decays as exp(−β(E₁ − E₀)). This link between sign and energies is ordinary reasoning; the Lean theorems below concern the energies alone.

**The spectrum.** Let the bond from i to i+1 carry a factor s(i) of modulus one, with site indices taken modulo N and a bar for complex conjugation. The eigenvalue equation is

−t [s(i) ψ(i+1) + s̄(i−1) ψ(i−1)] = E ψ(i).

Write E = −tμ and choose z, z′ with z + z′ = μ and zz′ = 1. Define χ(i) = s(i) ψ(i+1) − z′ψ(i). The eigenvalue equation at site i+1 gives

s(i) χ(i+1) = (μ − z′) s(i) ψ(i+1) − ψ(i) = z χ(i).

If χ is zero everywhere, ψ itself obeys such a first-order equation, with z′ in place of z. Either way there is a nonzero f with

s(i) f(i+1) = y f(i), μ = y + 1/y.

A zero of f at one site would spread to all sites, so f vanishes nowhere. Multiplying the equations around the ring and cancelling the product of the f(i) leaves

yᴺ = P, where P = s(0) s(1) … s(N−1).

Conversely, for each such y set ψ(0) = 1 and ψ(m) = yᵐ s̄(0) … s̄(m−1). This closes after N steps, because yᴺ P̄ = 1, and it solves the eigenvalue equation with E = −t(y + 1/y). Its components have modulus one, so the normalised state is ψ/√N.

**The lowest energy.** Let P = exp(iφ) with 0 ≤ φ ≤ π, and y = exp(iθ) with |θ| ≤ π. Then E = −2t cos θ and cos Nθ = cos φ. If |θ| were below φ/N, then N|θ| < φ ≤ π would give cos Nθ > cos φ, a contradiction. Hence cos θ ≤ cos(φ/N), with equality at θ = φ/N, and the minimum is −2t cos(φ/N). No reversed bond means φ = 0, and one means φ = π:

E₀ = −2t, E₁ = −2t cos(π/N).

**The limit.** With x = π/(2N),

N²(E₁ − E₀) = 4tN² sin² x = π²t (sin x / x)² → π²t.

At N = 3 the difference is t, so the left side is 9t, already near π²t ≈ 9.87t.

**What the Lean statements say.** Sites are elements of `ZMod N`, which builds in the periodic boundary. For N ≥ 3, `ringH t s` is the Hamiltonian above: the entry in row i, column i+1 is −t s(i), and the entry in row i+1, column i is its conjugate. `energies H` is the set of real E that have a nonzero complex eigenvector; since the ring matrix is Hermitian for N ≥ 3, restricting to real E loses nothing. `IsLeast` says that a value belongs to this set and that no member lies below it.

`ground_energy_one_flipped` gives both ground energies for every t > 0, every N ≥ 3 and every bond `b`. The more general `ground_energy` allows phases of modulus one, as produced by a magnetic flux through the ring, provided that their product is exp(iφ) with 0 ≤ φ ≤ π. A product in the lower half-plane reduces to this case by complex conjugation of the Hamiltonian, which leaves the energies unchanged; that step is not formalised. In `gap_scaling`, `E₀` and `E₁` are any sequences that are the lowest energies for N ≥ 3, and the reversed bond may change position with N.

```lean
import Mathlib

open Matrix Filter Topology ComplexConjugate

namespace FrustratedRing

noncomputable section

/-- The real eigenvalues of a matrix Hamiltonian, each with a nonzero complex eigenvector. -/
def energies {n : Type*} [Fintype n] (H : Matrix n n ℂ) : Set ℝ :=
  {E | ∃ ψ : n → ℂ, ψ ≠ 0 ∧ H *ᵥ ψ = (E : ℂ) • ψ}

variable {N : ℕ} [NeZero N]

/-- The ring Hamiltonian, meant for `N ≥ 3`: the entry in row `i`, column `i + 1` is `-t * s i`, the
entry in row `i + 1`, column `i` is `-t * conj (s i)`, and all other entries are zero. -/
def ringH (t : ℝ) (s : ZMod N → ℂ) : Matrix (ZMod N) (ZMod N) ℂ :=
  Matrix.of fun i j =>
    if j = i + 1 then -(t : ℂ) * s i else if i = j + 1 then -(t : ℂ) * conj (s j) else 0

/-- The sign pattern in which only the bond between `b` and `b + 1` is reversed. -/
def oneFlipped (b : ZMod N) : ZMod N → ℂ := fun i => if i = b then -1 else 1

/-- On a ring of at least three sites the Hamiltonian moves amplitude in from the two
neighbours of each site. -/
theorem ringH_mulVec (hN : 3 ≤ N) (t : ℝ) (s ψ : ZMod N → ℂ) (i : ZMod N) :
    (ringH t s *ᵥ ψ) i = -(t : ℂ) * (s i * ψ (i + 1) + conj (s (i - 1)) * ψ (i - 1)) := by
  have hne : i + 1 ≠ i - 1 := fun h => by
    have h2 : ((2 : ℕ) : ZMod N) = 0 := by push_cast; linear_combination h
    have := Nat.le_of_dvd (by norm_num) ((CharP.cast_eq_zero_iff (ZMod N) N 2).1 h2)
    omega
  simp only [Matrix.mulVec, dotProduct]
  rw [Fintype.sum_eq_add (i + 1) (i - 1) hne]
  · simp only [ringH, Matrix.of_apply, if_true, if_neg hne.symm, sub_add_cancel]
    ring
  · intro j hj
    have h3 : i ≠ j + 1 := fun h => hj.2 (by rw [h]; ring)
    simp [ringH, hj.1, h3]

/-- If a nonzero `ψ` satisfies `s i * ψ (i + 1) = y * ψ i` at every site of the ring, and no bond
factor `s i` is zero, then `y ^ N` is the product of the bond factors. -/
theorem pow_eq_prod {s ψ : ZMod N → ℂ} (hs : ∀ i, s i ≠ 0) {y : ℂ} (hψ : ψ ≠ 0)
    (h : ∀ i, s i * ψ (i + 1) = y * ψ i) : y ^ N = ∏ i, s i := by
  -- a zero at one site would spread around the whole ring
  have hne : ∀ i, ψ i ≠ 0 := by
    intro i hi
    have hz : ∀ k : ℕ, ψ (i + k) = 0 := by
      intro k
      induction k with
      | zero => simpa using hi
      | succ k ih =>
        have hk := h (i + k)
        rw [ih, mul_zero] at hk
        have := (mul_eq_zero.1 hk).resolve_left (hs _)
        rwa [add_assoc, ← Nat.cast_succ] at this
    refine hψ (funext fun j => ?_)
    have := hz (j - i).val
    rwa [ZMod.natCast_zmod_val, add_sub_cancel] at this
  have hp : ∏ i, (s i * ψ (i + 1)) = ∏ i, (y * ψ i) := Finset.prod_congr rfl fun i _ => h i
  have hshift : ∏ i, ψ (i + 1) = ∏ i, ψ i := Equiv.prod_comp (Equiv.addRight (1 : ZMod N)) ψ
  rw [Finset.prod_mul_distrib, Finset.prod_mul_distrib, hshift, Finset.prod_const,
    Finset.card_univ, ZMod.card] at hp
  exact (mul_right_cancel₀ (Finset.prod_ne_zero_iff.2 fun i _ => hne i) hp).symm

/-- Exact spectrum for `t ≠ 0`, `N ≥ 3` and bond phases of modulus one: the energies are
`-t (y + 1/y)`, where `y` runs over the `N`-th roots of the product of the phases. -/
theorem mem_energies_iff (hN : 3 ≤ N) {t : ℝ} (ht : t ≠ 0) {s : ZMod N → ℂ}
    (hs : ∀ i, s i * conj (s i) = 1) (E : ℝ) :
    E ∈ energies (ringH t s) ↔ ∃ y : ℂ, y ^ N = ∏ i, s i ∧ (E : ℂ) = -t * (y + y⁻¹) := by
  have ht' : (t : ℂ) ≠ 0 := by exact_mod_cast ht
  have hs0 : ∀ i, s i ≠ 0 := fun i => left_ne_zero_of_mul_eq_one (hs i)
  constructor
  · rintro ⟨ψ, hψ, h⟩
    obtain ⟨μ, hμ⟩ : ∃ μ : ℂ, (E : ℂ) = -t * μ := ⟨-E / t, by field_simp⟩
    obtain ⟨w, hw⟩ := IsAlgClosed.exists_pow_nat_eq (μ ^ 2 - 4) (n := 2) (by norm_num)
    obtain ⟨z, z', hsum, hprod⟩ : ∃ z z' : ℂ, z + z' = μ ∧ z * z' = 1 :=
      ⟨(μ + w) / 2, (μ - w) / 2, by ring, by linear_combination (-1 / 4) * hw⟩
    -- the second-order recursion splits into two first-order ones
    by_cases hχ : ∀ i, s i * ψ (i + 1) = z' * ψ i
    · refine ⟨z', pow_eq_prod hs0 hψ hχ, ?_⟩
      rw [hμ, ← hsum, inv_eq_of_mul_eq_one_left hprod]
      ring
    · refine ⟨z, pow_eq_prod (ψ := fun i => s i * ψ (i + 1) - z' * ψ i) hs0
        (fun h0 => hχ fun i => sub_eq_zero.1 (congrFun h0 i)) fun i => ?_, ?_⟩
      · have hi := congrFun h (i + 1)
        rw [ringH_mulVec hN, Pi.smul_apply, smul_eq_mul, hμ, add_sub_cancel_right] at hi
        have r : s (i + 1) * ψ (i + 1 + 1) + conj (s i) * ψ i = μ * ψ (i + 1) :=
          mul_left_cancel₀ (neg_ne_zero.2 ht') (by linear_combination hi)
        linear_combination s i * r - s i * ψ (i + 1) * hsum + ψ i * hprod - ψ i * hs i
      · rw [hμ, ← hsum, inv_eq_of_mul_eq_one_right hprod]
  · rintro ⟨y, hy, hE⟩
    have hy0 : y ≠ 0 := by
      rintro rfl
      exact Finset.prod_ne_zero_iff.2 (fun i _ => hs0 i) (hy.symm.trans (zero_pow (NeZero.ne N)))
    have hall : ∏ i, conj (s i) = ∏ k ∈ Finset.range N, conj (s (k : ZMod N)) :=
      Finset.prod_bij' (fun i _ => i.val) (fun k _ => (k : ZMod N))
        (fun i _ => Finset.mem_range.2 (ZMod.val_lt i)) (fun _ _ => Finset.mem_univ _)
        (fun i _ => ZMod.natCast_zmod_val i)
        (fun k hk => ZMod.val_cast_of_lt (Finset.mem_range.1 hk))
        (fun i _ => by rw [ZMod.natCast_zmod_val])
    -- a plane wave dressed with the phases met on the way from site 0
    let g : ℕ → ℂ := fun m => y ^ m * ∏ k ∈ Finset.range m, conj (s (k : ZMod N))
    have hg0 : g 0 = 1 := by simp [g]
    have hgN : g N = 1 := by
      simp only [g]
      rw [hy, ← hall, ← Finset.prod_mul_distrib]
      exact Finset.prod_eq_one fun i _ => hs i
    have key : ∀ i : ZMod N, s i * g (i + 1).val = y * g i.val := by
      intro i
      obtain ⟨m, hm, rfl⟩ : ∃ m : ℕ, m < N ∧ (m : ZMod N) = i :=
        ⟨i.val, ZMod.val_lt i, ZMod.natCast_zmod_val i⟩
      have hstep : s (m : ZMod N) * g (m + 1) = y * g m := by
        simp only [g, Finset.prod_range_succ]
        linear_combination y ^ (m + 1) * (∏ k ∈ Finset.range m, conj (s (k : ZMod N))) * hs m
      have hval : g ((m : ZMod N) + 1).val = g (m + 1) := by
        rw [← Nat.cast_succ, ZMod.val_natCast]
        rcases Nat.lt_or_ge (m + 1) N with h | h
        · rw [Nat.mod_eq_of_lt h]
        · have hmN : m + 1 = N := by omega
          have hmod : m.succ % N = 0 := by
            show (m + 1) % N = 0
            rw [hmN, Nat.mod_self]
          rw [hmod, hmN, hg0, hgN]
      rw [hval, hstep, ZMod.val_cast_of_lt hm]
    refine ⟨fun i => g i.val, fun h0 => ?_, funext fun i => ?_⟩
    · have := congrFun h0 0
      simp [g] at this
    · have k2 := key (i - 1)
      rw [sub_add_cancel] at k2
      have hi := inv_mul_cancel₀ hy0
      rw [ringH_mulVec hN, Pi.smul_apply, smul_eq_mul, hE]
      generalize y⁻¹ = x at hi ⊢
      linear_combination (-(t : ℂ)) * (key i - conj (s (i - 1)) * g (i - 1).val * hi
        - conj (s (i - 1)) * x * k2 + x * g i.val * hs (i - 1))

/-- If `y` has modulus one and `y ^ N = exp(iφ)` with `0 ≤ φ ≤ π`, then `Re y ≤ cos(φ/N)`. -/
theorem re_le_cos {y : ℂ} {φ : ℝ} (hn : ‖y‖ = 1) (h0 : 0 ≤ φ) (hπ : φ ≤ Real.pi)
    (hy : y ^ N = Complex.exp (φ * Complex.I)) : y.re ≤ Real.cos (φ / N) := by
  have hN : (0 : ℝ) < N := by exact_mod_cast Nat.pos_of_ne_zero (NeZero.ne N)
  obtain ⟨θ, hθ, rfl⟩ : ∃ θ : ℝ, |θ| ≤ Real.pi ∧ Complex.exp (θ * Complex.I) = y := by
    have h := Complex.norm_mul_exp_arg_mul_I y
    rw [hn, Complex.ofReal_one, one_mul] at h
    exact ⟨y.arg, Complex.abs_arg_le_pi y, h⟩
  have hcos := congrArg Complex.re hy
  rw [← Complex.exp_nat_mul, show (N : ℂ) * (θ * Complex.I) = ((N * θ : ℝ) : ℂ) * Complex.I by
    push_cast; ring, Complex.exp_ofReal_mul_I_re, Complex.exp_ofReal_mul_I_re] at hcos
  rw [Complex.exp_ofReal_mul_I_re, ← Real.cos_abs θ]
  refine Real.cos_le_cos_of_nonneg_of_le_pi (by positivity) hθ ?_
  -- a smaller phase could not reach φ after N steps
  by_contra hlt
  have h1 : |N * θ| < φ := by
    rw [abs_mul, abs_of_pos hN, mul_comm]
    exact (lt_div_iff₀ hN).1 (not_le.1 hlt)
  have h2 := Real.cos_lt_cos_of_nonneg_of_le_pi (abs_nonneg _) hπ h1
  rw [Real.cos_abs, hcos] at h2
  exact lt_irrefl _ h2

/-- For `t > 0`, `N ≥ 3` and bond phases of modulus one with product `exp(iφ)`, `0 ≤ φ ≤ π`,
the lowest energy of the ring is `-2t cos(φ/N)`. -/
theorem ground_energy (hN : 3 ≤ N) {t : ℝ} (ht : 0 < t) {s : ZMod N → ℂ}
    (hs : ∀ i, s i * conj (s i) = 1) {φ : ℝ} (h0 : 0 ≤ φ) (hπ : φ ≤ Real.pi)
    (hφ : ∏ i, s i = Complex.exp (φ * Complex.I)) :
    IsLeast (energies (ringH t s)) (-2 * t * Real.cos (φ / N)) := by
  refine ⟨(mem_energies_iff hN ht.ne' hs _).2
    ⟨Complex.exp (((φ / N : ℝ) : ℂ) * Complex.I), ?_, ?_⟩, fun E hE => ?_⟩
  · have hN0 : (N : ℂ) ≠ 0 := by exact_mod_cast NeZero.ne N
    rw [hφ, ← Complex.exp_nat_mul]
    congr 1
    push_cast
    field_simp
  · rw [← Complex.exp_neg, ← neg_mul]
    push_cast
    rw [Complex.cos]
    ring
  · obtain ⟨y, hy, hE⟩ := (mem_energies_iff hN ht.ne' hs _).1 hE
    have hn : ‖y‖ = 1 := (pow_eq_one_iff_of_nonneg (norm_nonneg y) (NeZero.ne N)).1
      (by rw [← norm_pow, hy, hφ, Complex.norm_exp_ofReal_mul_I])
    have h := congrArg Complex.re hE
    simp [Complex.inv_re, Complex.normSq_eq_norm_sq, hn] at h
    nlinarith [mul_le_mul_of_nonneg_left (re_le_cos hn h0 hπ (hy.trans hφ)) ht.le]

/-- For `t > 0` and `N ≥ 3`, the ring with all hopping entries `-t` has lowest energy `-2t`, and
the ring with any one bond reversed has lowest energy `-2t cos(π/N)`. -/
theorem ground_energy_one_flipped (hN : 3 ≤ N) {t : ℝ} (ht : 0 < t) (b : ZMod N) :
    IsLeast (energies (ringH t (1 : ZMod N → ℂ))) (-2 * t) ∧
    IsLeast (energies (ringH t (oneFlipped b))) (-2 * t * Real.cos (Real.pi / N)) := by
  constructor
  · have h := ground_energy hN ht (s := 1) (by simp) le_rfl Real.pi_pos.le (by simp)
    rwa [zero_div, Real.cos_zero, mul_one] at h
  · exact ground_energy hN ht (fun i => by by_cases h : i = b <;> simp [oneFlipped, h])
      Real.pi_pos.le le_rfl (by simp [oneFlipped, Complex.exp_pi_mul_I])

/-- For `t > 0`, let `E₀ N` and `E₁ N` be the lowest energies of the `N`-site ring without and
with one reversed bond, for all `N ≥ 3`. Then `N² (E₁ N - E₀ N)` tends to `π² t`. -/
theorem gap_scaling {t : ℝ} (ht : 0 < t) (b : ∀ N : ℕ, ZMod N) {E₀ E₁ : ℕ → ℝ}
    (h₀ : ∀ (N : ℕ) [NeZero N], 3 ≤ N →
      IsLeast (energies (ringH t (1 : ZMod N → ℂ))) (E₀ N))
    (h₁ : ∀ (N : ℕ) [NeZero N], 3 ≤ N →
      IsLeast (energies (ringH t (oneFlipped (b N)))) (E₁ N)) :
    Tendsto (fun N : ℕ => (N : ℝ) ^ 2 * (E₁ N - E₀ N)) atTop (𝓝 (Real.pi ^ 2 * t)) := by
  have hx : Tendsto (fun N : ℕ => Real.pi / 2 / (N : ℝ)) atTop (𝓝 0) :=
    tendsto_const_nhds.div_atTop tendsto_natCast_atTop_atTop
  have hs := (((Real.continuous_sinc.tendsto 0).comp hx).pow 2).const_mul (Real.pi ^ 2 * t)
  rw [Real.sinc_zero, one_pow, mul_one] at hs
  refine hs.congr' ?_
  filter_upwards [eventually_ge_atTop 3] with N hN
  have : NeZero N := ⟨by omega⟩
  have hN0 : (N : ℝ) ≠ 0 := by exact_mod_cast NeZero.ne N
  have hpi := Real.pi_ne_zero
  have hg := ground_energy_one_flipped hN ht (b N)
  -- half-angle formula for the gap
  have hcos : Real.cos (Real.pi / N) = 1 - 2 * Real.sin (Real.pi / 2 / N) ^ 2 := by
    rw [show Real.pi / N = 2 * (Real.pi / 2 / N) by ring, Real.cos_two_mul, Real.cos_sq']
    ring
  rw [(h₀ N hN).unique hg.1, (h₁ N hN).unique hg.2, hcos, Function.comp_apply,
    Real.sinc_of_ne_zero (div_ne_zero (div_ne_zero hpi two_ne_zero) hN0)]
  generalize Real.sin (Real.pi / 2 / N) = u
  field_simp
  ring

end

end FrustratedRing
```

```lean
#print axioms FrustratedRing.ground_energy_one_flipped
#print axioms FrustratedRing.gap_scaling
```

```
'FrustratedRing.ground_energy_one_flipped' depends on axioms: [propext, Classical.choice, Quot.sound]
'FrustratedRing.gap_scaling' depends on axioms: [propext, Classical.choice, Quot.sound]
```

**How the Lean proof is built.** `ringH_mulVec` reduces the matrix product to the two neighbour terms; it uses N ≥ 3 to know that the neighbours are distinct. `pow_eq_prod` is the multiplication around the ring, including the spreading zero. In `mem_energies_iff`, a square root of μ² − 4 supplies z and z′, the case split `hχ` asks whether χ vanishes, and `linear_combination` carries out the algebra. For the converse, `g` is the explicit eigenvector and `key` checks its step equation, including the bond that closes the ring.

`re_le_cos` is the contradiction argument for the angle, and `ground_energy` combines it with the spectrum. `gap_scaling` identifies the given energies by uniqueness of a least element, applies the half-angle formula, and uses continuity of `Real.sinc` at zero.

**If t is negative.** Take N = 3 and t = −1. The unreversed ring has energies 2, −1, −1, so its minimum is −1 and not −2t = 2. Reversing a bond gives −2, 1, 1 and lowers the minimum. The formulas therefore do not extend to negative t.

For quantum Monte Carlo, this single-particle ring shows a sign problem set by the product of the signs around a loop: reversing a second bond restores the ground energy −2t.
